# A wrong starting value drives the upward Boys recursion away from the Boys function for every T > 0

Fix $T>0$ and let two real sequences $u$ and $v$ both satisfy

$$(2m+1)\,u_m = 2T\,u_{m+1} + e^{-T}, \qquad m = 0,1,2,\dots$$

Their difference $d_n = u_n - v_n$ is then

$$d_n = d_0\,\frac{(2n-1)!!}{(2T)^n},$$

and if $d_0 \neq 0$, then $|d_n| \to \infty$ as $n\to\infty$. The Boys function satisfies this recurrence. In exact arithmetic, therefore, an upward recursion that starts from anything but the exact $F_0(T)$ ends up arbitrarily far from the Boys function at high enough order.

A Coulomb integral over primitive Gaussians is built from Boys functions at a common $T$. This argument is an exponent formed from those of the Gaussians, times the squared distance between the centres of two Gaussian products, or between the centre of one product and a nucleus. If all the primitives are s functions, only $F_0(T)$ is needed; with p or higher functions, several orders generally enter. The result describes how one error in the lowest order spreads to the others when no further rounding occurs.

The development uses Mathlib's real analysis, with limits expressed through filters and finite products through `Finset`.

```lean
import Mathlib

open Filter Finset

namespace BoysUpwardRecursion

noncomputable section
```

## The Boys function and its recurrence

The Boys function of order $m$ is

$$F_m(T) = \int_0^1 t^{2m} e^{-Tt^2}\,dt .$$

In Lean it is `boys T m`, with a real argument `T` and a natural number `m`. The definition is the integral itself, so the recurrence has to be derived.

```lean
/-- The Boys function `F_m(T)`, the integral of `t^(2m) exp(-T t²)` over `[0,1]`. -/
def boys (T : ℝ) (m : ℕ) : ℝ :=
  ∫ t in (0 : ℝ)..1, t ^ (2 * m) * Real.exp (-T * t ^ 2)
```

The recurrence is stated as a property that any real sequence may or may not have. `ObeysRecurrence T u` says that the equation holds at every order $m$. It doesn't say where `u` comes from, so the same property applies to the exact function and to the output of an algorithm.

```lean
/-- The sequence `u` obeys the Boys recurrence `(2m+1) u_m = 2T u_(m+1) + exp(-T)`. -/
def ObeysRecurrence (T : ℝ) (u : ℕ → ℝ) : Prop :=
  ∀ m : ℕ, (2 * (m : ℝ) + 1) * u m = 2 * T * u (m + 1) + Real.exp (-T)
```

## Odd factorials and the algorithm

The error formula contains the product of the first $n$ odd numbers,

$$(2n-1)!! = \prod_{k=0}^{n-1}(2k+1) = 1\cdot 3\cdots(2n-1).$$

For $n=0$ the product is empty and equals 1, which is the usual convention $(-1)!!=1$. Writing it as a product avoids the expression $2n-1$, which natural-number subtraction would turn into 0 at $n=0$.

```lean
/-- The product of the first `n` odd numbers, written `(2n-1)!!`. -/
def oddFact (n : ℕ) : ℝ := ∏ k ∈ range n, (2 * (k : ℝ) + 1)
```

Solving the recurrence for the higher order gives the upward step

$$u_{m+1} = \frac{(2m+1)\,u_m - e^{-T}}{2T}.$$

`upward T a` is the sequence produced by this step from the starting value $u_0=a$. The value $a$ is arbitrary and stands for whatever number a program has obtained for $F_0(T)$.

```lean
/-- Upward recursion from the starting value `a`, for `T ≠ 0`: each order is computed
from the one below it. -/
def upward (T a : ℝ) : ℕ → ℝ
  | 0 => a
  | m + 1 => ((2 * (m : ℝ) + 1) * upward T a m - Real.exp (-T)) / (2 * T)
```

Two facts about the odd factorial are needed later. Going from $n$ to $n+1$ multiplies it by $2n+1$:

```lean
lemma oddFact_succ (n : ℕ) : oddFact (n + 1) = oddFact n * (2 * (n : ℝ) + 1) := by
  simp only [oddFact, prod_range_succ]
```

It is also positive, being a product of positive numbers:

```lean
lemma oddFact_pos (n : ℕ) : 0 < oddFact n :=
  prod_pos fun k _ => by positivity
```

To confirm that this is the familiar double factorial, compare it with Mathlib's. Both $\prod_{k=0}^{n}(2k+1)$ and $(2n+1)!!$ equal 1 at $n=0$, and both gain the factor $2n+3$ when $n$ increases by one. Induction on $n$ then gives equality.

```lean
/-- The product of the first `n+1` odd numbers is the double factorial of `2n+1`. -/
theorem oddFact_eq_doubleFactorial (n : ℕ) :
    oddFact (n + 1) = (Nat.doubleFactorial (2 * n + 1) : ℝ) := by
  induction n with
  | zero => simp [oddFact, Nat.doubleFactorial]
  | succ n ih =>
    rw [oddFact_succ, ih, show 2 * (n + 1) + 1 = (2 * n + 1) + 2 by ring,
      Nat.doubleFactorial_add_two]
    push_cast
    ring
```

## Why the Boys function satisfies the recurrence

Differentiate $t^{2m+1}e^{-Tt^2}$ with the product and chain rules:

$$\frac{d}{dt}\Big(t^{2m+1}e^{-Tt^2}\Big) = (2m+1)\,t^{2m}e^{-Tt^2} - 2T\,t^{2m+2}e^{-Tt^2}.$$

Integrate over $[0,1]$. The left side gives the boundary values, $e^{-T}$ at $t=1$ and $0$ at $t=0$, because the power $2m+1$ is at least one. The right side gives $(2m+1)F_m(T) - 2T\,F_{m+1}(T)$. Hence

$$(2m+1)F_m(T) = 2T\,F_{m+1}(T) + e^{-T}.$$

In the proof, `hd` is the derivative, and `key` is its integral, evaluated by the fundamental theorem of calculus. The integral is then split by linearity, for which `hi` supplies the integrability of each term. The argument works for every real $T$.

```lean
/-- The Boys function obeys the recurrence. -/
theorem boys_obeysRecurrence (T : ℝ) : ObeysRecurrence T (boys T) := by
  intro m
  -- the derivative of t^(2m+1) exp(-T t²) combines the two neighbouring integrands
  have hd : ∀ t : ℝ, HasDerivAt (fun t : ℝ => t ^ (2 * m + 1) * Real.exp (-T * t ^ 2))
      ((2 * (m : ℝ) + 1) * (t ^ (2 * m) * Real.exp (-T * t ^ 2))
        - 2 * T * (t ^ (2 * (m + 1)) * Real.exp (-T * t ^ 2))) t := by
    intro t
    have h1 := hasDerivAt_pow (2 * m + 1) t
    have h2 : HasDerivAt (fun s : ℝ => -T * s ^ 2) (-T * (2 * t)) t :=
      ((hasDerivAt_pow 2 t).const_mul (-T)).congr_deriv (by norm_num)
    refine (h1.fun_mul h2.exp).congr_deriv ?_
    rw [Nat.add_sub_cancel]
    push_cast
    ring
  have hi : ∀ k : ℕ, IntervalIntegrable
      (fun t : ℝ => t ^ (2 * k) * Real.exp (-T * t ^ 2)) MeasureTheory.volume 0 1 :=
    fun k => Continuous.intervalIntegrable (by fun_prop) 0 1
  have key : ∫ t in (0 : ℝ)..1, ((2 * (m : ℝ) + 1) * (t ^ (2 * m) * Real.exp (-T * t ^ 2))
      - 2 * T * (t ^ (2 * (m + 1)) * Real.exp (-T * t ^ 2))) = Real.exp (-T) := by
    rw [intervalIntegral.integral_eq_sub_of_hasDerivAt (fun t _ => hd t)
      (Continuous.intervalIntegrable (by fun_prop) 0 1)]
    simp
  rw [intervalIntegral.integral_sub ((hi m).const_mul _) ((hi (m + 1)).const_mul _),
    intervalIntegral.integral_const_mul, intervalIntegral.integral_const_mul] at key
  unfold boys
  linarith
```

## The exponential drops out of the difference

Subtract the recurrence for $v$ from that for $u$. The term $e^{-T}$ is the same in both and cancels:

$$(2n+1)\,d_n = 2T\,d_{n+1}.$$

The error therefore obeys a homogeneous recurrence. To solve it without dividing, suppose that $(2T)^n d_n = (2n-1)!!\,d_0$, which is trivially true at $n=0$. Then

$$(2T)^{n+1}d_{n+1} = (2T)^n(2n+1)\,d_n = (2n+1)\,(2n-1)!!\,d_0,$$

which is the same formula at $n+1$. The `linear_combination` line does exactly this: it takes $2n+1$ times the induction hypothesis `ih` and uses $(2T)^n$ times the difference of the two recurrences.

In this form the identity needs no condition on $T$. At $T=0$ and $n=1$ it says that $d_0=0$, as it should, since the recurrence then fixes $u_m = 1/(2m+1)$.

```lean
/-- The difference of two solutions at order `n`, times `(2T)^n`, is `(2n-1)!!` times
their difference at order zero. -/
theorem error_propagation {T : ℝ} {u v : ℕ → ℝ} (hu : ObeysRecurrence T u)
    (hv : ObeysRecurrence T v) (n : ℕ) :
    (2 * T) ^ n * (u n - v n) = oddFact n * (u 0 - v 0) := by
  induction n with
  | zero => simp [oddFact]
  | succ n ih =>
    rw [oddFact_succ, pow_succ]
    -- the inhomogeneous term exp(-T) cancels between the two solutions
    linear_combination (2 * (n : ℝ) + 1) * ih - (2 * T) ^ n * (hu n - hv n)
```

## The amplification factor diverges

Let $A_n = (2n-1)!!/(2T)^n$ be the factor that multiplies the starting error. Its successive ratios are

$$\frac{A_{n+1}}{A_n} = \frac{2n+1}{2T}.$$

Choose a natural number $N \ge 2T$. For every $n\ge N$ we have $2n+1 \ge 4T+1 > 4T$, so the ratio is at least 2. Consequently

$$A_{N+k} \ge 2^k A_N, \qquad k=0,1,2,\dots$$

Since $A_N>0$, the right side tends to infinity, and so does $A_n$.

The inequality is `hgrow`, proved by induction on $k$, with `hr` as the bound on the ratio. The closing lines compare with the powers of 2 and remove the shift by $N$, which doesn't affect a limit. Powers of 2 are enough for divergence, although the actual growth is faster because the ratio itself increases without bound.

```lean
/-- For `T > 0` the amplification factor `(2n-1)!!/(2T)^n` tends to infinity. -/
theorem amplification_tendsto {T : ℝ} (hT : 0 < T) :
    Tendsto (fun n : ℕ => oddFact n / (2 * T) ^ n) atTop atTop := by
  have hpos : ∀ n : ℕ, 0 < oddFact n / (2 * T) ^ n :=
    fun n => div_pos (oddFact_pos n) (by positivity)
  obtain ⟨N, hN⟩ := exists_nat_ge (2 * T)
  -- k steps after order N, the factor is at least 2^k times its value at N
  have hgrow : ∀ k : ℕ, oddFact N / (2 * T) ^ N * 2 ^ k
      ≤ oddFact (k + N) / (2 * T) ^ (k + N) := by
    intro k
    induction k with
    | zero => simp
    | succ k ih =>
      have hr : 2 ≤ (2 * ((k + N : ℕ) : ℝ) + 1) / (2 * T) := by
        rw [le_div_iff₀ (by positivity)]
        push_cast
        have hk : (0 : ℝ) ≤ k := Nat.cast_nonneg k
        linarith
      rw [show k + 1 + N = (k + N) + 1 by omega, oddFact_succ, pow_succ (2 * T),
        mul_div_mul_comm, pow_succ (2 : ℝ) k, ← mul_assoc]
      exact mul_le_mul ih hr (by norm_num) (hpos _).le
  refine (tendsto_add_atTop_iff_nat N).1 (tendsto_atTop_mono hgrow ?_)
  exact (tendsto_pow_atTop_atTop_of_one_lt (one_lt_two : (1 : ℝ) < 2)).const_mul_atTop (hpos N)
```

## The error formula and its limit

For $T>0$ we may divide by $(2T)^n$ and obtain $d_n = d_0A_n$. Because $A_n$ is positive,

$$|d_n| = |d_0|\,A_n .$$

If $d_0\ne0$, this is a positive constant times a quantity that tends to infinity.

The theorem takes `hT : 0 < T` and the two hypotheses `hu` and `hv`, which say that both sequences obey the recurrence. Its conclusion has two parts: the formula at every order `n`, and the divergence under the condition `u 0 ≠ v 0`. In the second part, `Tendsto … atTop atTop` means that the absolute error eventually exceeds any given bound and stays above it. The argument $T$ is held fixed while the order increases. In the proof, `hform` is the formula and `habs` is its absolute value.

```lean
/-- For `T > 0` two solutions differ by `d_n = d_0 (2n-1)!!/(2T)^n`, and `|d_n|` tends to
infinity whenever `d_0` is nonzero. -/
theorem upward_instability {T : ℝ} (hT : 0 < T) {u v : ℕ → ℝ}
    (hu : ObeysRecurrence T u) (hv : ObeysRecurrence T v) :
    (∀ n, u n - v n = (u 0 - v 0) * oddFact n / (2 * T) ^ n) ∧
      (u 0 ≠ v 0 → Tendsto (fun n => |u n - v n|) atTop atTop) := by
  have hform : ∀ n, u n - v n = (u 0 - v 0) * oddFact n / (2 * T) ^ n := by
    intro n
    rw [eq_div_iff (by positivity)]
    linear_combination error_propagation hu hv n
  refine ⟨hform, fun h0 => ?_⟩
  have habs : (fun n => |u n - v n|)
      = fun n => |u 0 - v 0| * (oddFact n / (2 * T) ^ n) := by
    funext n
    rw [hform n, mul_div_assoc, abs_mul,
      abs_of_pos (div_pos (oddFact_pos n) (by positivity : 0 < (2 * T) ^ n))]
  rw [habs]
  exact (amplification_tendsto hT).const_mul_atTop (abs_pos.2 (sub_ne_zero.2 h0))
```

## Where the growth begins

Divergence at high order says nothing about the first few steps. These follow from the one-step relation, which in absolute values reads

$$2T\,|d_{n+1}| = (2n+1)\,|d_n| .$$

If $d_0\neq0$, then no $d_n$ vanishes, and

$$|d_n| < |d_{n+1}| \quad\Longleftrightarrow\quad 2T < 2n+1 .$$

For large $T$ the absolute error first shrinks and starts to grow only when $2n+1$ passes $2T$. For $T<\tfrac12$ it grows from the very first step. In the proof, `hne` shows that the error is nonzero and `hstep` is the one-step relation. The rest is cancellation of positive factors.

```lean
/-- For `T > 0` and two solutions with different starting values, the absolute difference grows in
the step from order `n` to `n+1` exactly when `2T < 2n+1`. -/
theorem error_grows_iff {T : ℝ} (hT : 0 < T) {u v : ℕ → ℝ}
    (hu : ObeysRecurrence T u) (hv : ObeysRecurrence T v) (h0 : u 0 ≠ v 0) (n : ℕ) :
    |u n - v n| < |u (n + 1) - v (n + 1)| ↔ 2 * T < 2 * (n : ℝ) + 1 := by
  have hne : u n - v n ≠ 0 := by
    intro h
    have he := error_propagation hu hv n
    rw [h, mul_zero] at he
    exact mul_ne_zero (oddFact_pos n).ne' (sub_ne_zero.2 h0) he.symm
  have hd : 0 < |u n - v n| := abs_pos.2 hne
  have hstep : 2 * T * |u (n + 1) - v (n + 1)| = (2 * (n : ℝ) + 1) * |u n - v n| := by
    rw [← abs_of_pos (by positivity : 0 < 2 * T), ← abs_mul,
      ← abs_of_pos (by positivity : 0 < 2 * (n : ℝ) + 1), ← abs_mul]
    exact congrArg abs (by linear_combination hv n - hu n)
  have h2T : 0 < 2 * T := by positivity
  rw [← mul_lt_mul_iff_right₀ h2T, hstep]
  exact ⟨fun h => lt_of_mul_lt_mul_right h hd.le, fun h => mul_lt_mul_of_pos_right h hd⟩
```

The relative error $|d_n|/F_n(T)$ has no such onset. The error is multiplied by $(2n+1)/(2T)$ in each step, whereas

$$F_{n+1}(T) = \frac{2n+1}{2T}F_n(T) - \frac{e^{-T}}{2T}$$

is smaller than $F_n(T)$ times that same factor. A nonzero relative error thus grows in every step, though only slightly while $e^{-T}$ is negligible beside $(2n+1)F_n(T)$.

## Upward recursion against the exact function

It remains to apply the result to the algorithm. Multiplying the upward step by $2T$ gives back the recurrence, so the output of `upward` obeys it for any starting value. This needs $T\neq0$, because Lean assigns the value 0 to a division by zero.

```lean
/-- For `T ≠ 0` the output of upward recursion obeys the recurrence. -/
theorem upward_obeysRecurrence {T : ℝ} (hT : T ≠ 0) (a : ℝ) :
    ObeysRecurrence T (upward T a) := by
  intro m
  rw [upward, mul_div_cancel₀ _ (mul_ne_zero two_ne_zero hT)]
  ring
```

Now take $u$ to be the output of the upward recursion from $a$, and $v$ to be the Boys function. Both obey the recurrence, and $d_0 = a - F_0(T)$. If $a\ne F_0(T)$, the absolute error tends to infinity:

$$\big|\,u_n - F_n(T)\,\big| \to \infty .$$

The Lean proof is this substitution into `upward_instability`. The hypothesis `ha : a ≠ boys T 0` stands for the usual numerical situation, in which $F_0(T)$ is available only to finite precision. All later operations, including the value of $e^{-T}$, are exact real arithmetic. In floating-point work each step adds a rounding error of its own, which later steps multiply by the same ratios.

```lean
/-- For `T > 0`, upward recursion started from any value other than `F_0(T)` has an
absolute error against the Boys function that tends to infinity with the order. -/
theorem upward_diverges_from_boys {T : ℝ} (hT : 0 < T) {a : ℝ} (ha : a ≠ boys T 0) :
    Tendsto (fun n => |upward T a n - boys T n|) atTop atTop :=
  (upward_instability hT (upward_obeysRecurrence hT.ne' a) (boys_obeysRecurrence T)).2 ha

end

end BoysUpwardRecursion
```

```lean
#print axioms BoysUpwardRecursion.oddFact_eq_doubleFactorial
#print axioms BoysUpwardRecursion.error_grows_iff
#print axioms BoysUpwardRecursion.upward_diverges_from_boys
```

```
'BoysUpwardRecursion.oddFact_eq_doubleFactorial' depends on axioms: [propext, Classical.choice, Quot.sound]
'BoysUpwardRecursion.error_grows_iff' depends on axioms: [propext, Classical.choice, Quot.sound]
'BoysUpwardRecursion.upward_diverges_from_boys' depends on axioms: [propext, Classical.choice, Quot.sound]
```

## Choosing the direction in an integral code

A program that needs $F_0(T),\dots,F_M(T)$ for some highest order $M$ can start from

$$F_0(T) = \frac12\sqrt{\frac{\pi}{T}}\;\mathrm{erf}\big(\sqrt T\big)$$

and apply the upward step $M$ times. Whether this is safe depends on $T$ and $M$ together. Take $M=10$, for which $(2M-1)!! = 19!! = 654\,729\,075$, and a starting error of $10^{-16}$:

- At $T=20$ the amplification factor is about $6\times10^{-8}$, and the absolute error contributed by the starting value is negligible.
- At $T=0.1$ the factor is about $6.4\times10^{15}$, and the error at order 10 is about $0.64$. The exact value $F_{10}(0.1)$ is below $1/21\approx0.048$, so the computed number is meaningless.

For small $T$ a program can run the recurrence the other way. It obtains $F_M(T)$ from a series or an interpolation table and then uses

$$F_m(T) = \frac{2T\,F_{m+1}(T) + e^{-T}}{2m+1}.$$

Each downward step multiplies an existing error by $2T/(2m+1)$, the inverse of the upward ratio, and so damps it wherever $2m+1>2T$.
